# Reflecting a cluster of spins: the ratio of Wolff boundary weights is the Boltzmann factor of the energy change

Let unit spins $S_i$ sit on the sites of a finite graph with energy $E=-\sum J_{ij}\,S_i\cdot S_j$, each bond counted once, and let $\beta=1/(k_BT)$ be the inverse temperature. Choose a unit vector $r$ and a set of sites $C$, and reflect every spin in $C$ through the plane normal to $r$. To each bond with exactly one end in $C$, assign the weight $\exp(\min(0,-2\beta J_{ij}(r\cdot S_i)(r\cdot S_j)))$.

I have read that the product of these weights, divided by the same product after the reflection, is $\exp(-\beta(E_{\text{after}}-E_{\text{before}}))$, and that this is why the Wolff algorithm needs no rejection step. Can this be derived rigorously, for couplings of either sign, and checked by machine?

## Only boundary bonds change energy

Yes. Write $Rs=s-2(r\cdot s)\,r$ for the reflection, and $\partial C$ for the set of bonds with exactly one end in $C$. Since $r\cdot r=1$,

$$Rs\cdot Rt=s\cdot t-4(r\cdot s)(r\cdot t)+4(r\cdot s)(r\cdot t)=s\cdot t .$$

A bond with both ends in $C$ therefore keeps its energy, as does a bond with both ends outside. If only one end is reflected,

$$Rs\cdot t=s\cdot t-2(r\cdot s)(r\cdot t).$$

With $x_{ij}=2\beta J_{ij}(r\cdot S_i)(r\cdot S_j)$, summing over bonds gives

$$\beta(E_{\text{after}}-E_{\text{before}})=\sum_{(i,j)\in\partial C}x_{ij}.$$

## The ratio, bond by bond

A reflected spin has the opposite component along $r$, because $r\cdot Rs=r\cdot s-2\,r\cdot s=-r\cdot s$. On a boundary bond one factor changes sign, so $x_{ij}$ becomes $-x_{ij}$. The weight is $e^{\min(0,-x_{ij})}$ before the move and $e^{\min(0,x_{ij})}$ after it, and

$$\min(0,-x)-\min(0,x)=-x .$$

For $x\ge0$ the left side is $-x-0$; for $x\le0$ it is $0-x$. Each bond contributes $e^{-x_{ij}}$ to the ratio. Calling the products $W_{\text{before}}$ and $W_{\text{after}}$, we get

$$\frac{W_{\text{before}}}{W_{\text{after}}}=\exp\Big(-\sum_{(i,j)\in\partial C}x_{ij}\Big)=e^{-\beta(E_{\text{after}}-E_{\text{before}})}.$$

Multiplying out, $e^{-\beta E_{\text{before}}}W_{\text{before}}=e^{-\beta E_{\text{after}}}W_{\text{after}}$.

## What the Lean theorems say

- **Spins.** A configuration is a function `S : V → F`, with `F` any real inner product space. This covers Ising, XY and Heisenberg spins. Unit length is not assumed, and `norm_reflectOn` shows that the move preserves every length.
- **Bonds.** `B` is a finite set of ordered pairs, and `J` is an arbitrary real function of two sites. List each physical bond in one orientation only.
- **Move.** `reflectOn C r S` reflects the spins in the finite set `C` and keeps the rest. The hypothesis `‖r‖ = 1` makes `reflect` a true reflection.
- **Weights.** `boundaryWeight` is the product of `bondWeight` over `boundary B C`.

The main theorem, `wolff_boundary_ratio`, is the ratio above for every real `β`, and `boltzmann_mul_boundaryWeight` is its multiplied-out form.

These are identities for a given `C` and `r`; the random growth of the cluster is not modelled. Detailed balance for the algorithm, with no rejection step, follows when three further facts are added: the bonds are tried independently of one another; the internal bonds contribute equally to the forward and reverse moves, for which `bondWeight_reflectOn` supplies the equality of weights; and $r$ and the starting site are drawn independently of the configuration. Ergodicity is a separate question.

```lean
import Mathlib

open scoped InnerProductSpace

namespace VectorSpinClusterReflection

noncomputable section

variable {V F : Type*} [DecidableEq V] [NormedAddCommGroup F] [InnerProductSpace ℝ F]

/-- Reflection of a spin `s` through the plane normal to `r` (for a unit vector `r`). -/
def reflect (r s : F) : F := s - (2 * ⟪r, s⟫_ℝ) • r

/-- The cluster move: spins on the sites of `C` are reflected, all others are kept. -/
def reflectOn (C : Finset V) (r : F) (S : V → F) : V → F :=
  fun i => if i ∈ C then reflect r (S i) else S i

/-- The energy `E = -∑ J_ij S_i · S_j`, summed over a finite set `B` of bonds. -/
def energy (B : Finset (V × V)) (J : V → V → ℝ) (S : V → F) : ℝ :=
  -∑ b ∈ B, J b.1 b.2 * ⟪S b.1, S b.2⟫_ℝ

/-- The boundary bonds of `C`: those with exactly one end in `C`. -/
def boundary (B : Finset (V × V)) (C : Finset V) : Finset (V × V) :=
  B.filter (fun b => ¬(b.1 ∈ C ↔ b.2 ∈ C))

/-- The probability `exp(min(0, -2βJ (r·s)(r·t)))` that a bond between spins `s` and `t`
is left inactive. -/
def bondWeight (β J : ℝ) (r s t : F) : ℝ :=
  Real.exp (min 0 (-2 * β * J * (⟪r, s⟫_ℝ * ⟪r, t⟫_ℝ)))

/-- The probability that all boundary bonds of `C` are left inactive, as a product over bonds. -/
def boundaryWeight (B : Finset (V × V)) (J : V → V → ℝ) (β : ℝ) (C : Finset V) (r : F)
    (S : V → F) : ℝ :=
  ∏ b ∈ boundary B C, bondWeight β (J b.1 b.2) r (S b.1) (S b.2)

/-- Reflecting two spins in the same plane preserves their inner product. -/
theorem inner_reflect_reflect {r : F} (hr : ‖r‖ = 1) (s t : F) :
    ⟪reflect r s, reflect r t⟫_ℝ = ⟪s, t⟫_ℝ := by
  have h1 : ⟪r, r⟫_ℝ = 1 := by rw [real_inner_self_eq_norm_sq, hr]; norm_num
  have h2 : ⟪s, r⟫_ℝ = ⟪r, s⟫_ℝ := real_inner_comm _ _
  simp only [reflect, inner_sub_left, inner_sub_right, real_inner_smul_left,
    real_inner_smul_right]
  rw [h1, h2]
  ring

/-- The cluster move preserves the length of every spin. -/
theorem norm_reflectOn {r : F} (hr : ‖r‖ = 1) (C : Finset V) (S : V → F) (i : V) :
    ‖reflectOn C r S i‖ = ‖S i‖ := by
  by_cases hi : i ∈ C
  · have h := inner_reflect_reflect hr (S i) (S i)
    rw [real_inner_self_eq_norm_sq, real_inner_self_eq_norm_sq] at h
    simp only [reflectOn, hi, reduceIte]
    exact (sq_eq_sq₀ (norm_nonneg _) (norm_nonneg _)).1 h
  · simp only [reflectOn, hi, reduceIte]

/-- Under the cluster move `S_i · S_j` changes only if exactly one of the two sites is in `C`,
and then it drops by `2 (r·S_i)(r·S_j)`. -/
theorem inner_reflectOn {r : F} (hr : ‖r‖ = 1) (C : Finset V) (S : V → F) (i j : V) :
    ⟪reflectOn C r S i, reflectOn C r S j⟫_ℝ = ⟪S i, S j⟫_ℝ -
      if (i ∈ C ↔ j ∈ C) then 0 else 2 * (⟪r, S i⟫_ℝ * ⟪r, S j⟫_ℝ) := by
  have hc : ⟪S i, r⟫_ℝ = ⟪r, S i⟫_ℝ := real_inner_comm _ _
  by_cases h1 : i ∈ C <;> by_cases h2 : j ∈ C
  · simp [reflectOn, h1, h2, inner_reflect_reflect hr]
  · simp only [reflectOn, h1, h2, reduceIte, iff_false, not_true_eq_false]
    rw [reflect, inner_sub_left, real_inner_smul_left]
    ring
  · simp only [reflectOn, h1, h2, reduceIte, iff_true]
    rw [reflect, inner_sub_right, real_inner_smul_right, hc]
    ring
  · simp [reflectOn, h1, h2]

/-- Under the cluster move the product `(r·S_i)(r·S_j)` changes sign if exactly one of the two
sites is in `C`, and is unchanged otherwise. -/
theorem projection_mul_reflectOn {r : F} (hr : ‖r‖ = 1) (C : Finset V) (S : V → F) (i j : V) :
    ⟪r, reflectOn C r S i⟫_ℝ * ⟪r, reflectOn C r S j⟫_ℝ =
      if (i ∈ C ↔ j ∈ C) then ⟪r, S i⟫_ℝ * ⟪r, S j⟫_ℝ
      else -(⟪r, S i⟫_ℝ * ⟪r, S j⟫_ℝ) := by
  -- a reflected spin has the opposite component along `r`
  have hflip : ∀ s : F, ⟪r, reflect r s⟫_ℝ = -⟪r, s⟫_ℝ := by
    intro s
    rw [reflect, inner_sub_right, real_inner_smul_right, real_inner_self_eq_norm_sq, hr]
    ring
  by_cases h1 : i ∈ C <;> by_cases h2 : j ∈ C <;> simp [reflectOn, h1, h2, hflip]

/-- The energy change of the cluster move is the sum of `2 J_ij (r·S_i)(r·S_j)` over the
boundary bonds. -/
theorem energy_change {r : F} (hr : ‖r‖ = 1) (B : Finset (V × V)) (J : V → V → ℝ)
    (C : Finset V) (S : V → F) :
    energy B J (reflectOn C r S) - energy B J S =
      ∑ b ∈ boundary B C, 2 * J b.1 b.2 * (⟪r, S b.1⟫_ℝ * ⟪r, S b.2⟫_ℝ) := by
  unfold energy boundary
  rw [neg_sub_neg, ← Finset.sum_sub_distrib, Finset.sum_filter]
  refine Finset.sum_congr rfl fun b _ => ?_
  rw [inner_reflectOn hr]
  by_cases h : (b.1 ∈ C ↔ b.2 ∈ C)
  · rw [if_pos h, if_neg (not_not.2 h)]
    ring
  · rw [if_neg h, if_pos h]
    ring

/-- A bond with both ends in `C`, or both outside, has the same probability of being left
inactive before and after the cluster move. -/
theorem bondWeight_reflectOn {r : F} (hr : ‖r‖ = 1) (β J : ℝ) (C : Finset V) (S : V → F)
    {i j : V} (h : i ∈ C ↔ j ∈ C) :
    bondWeight β J r (reflectOn C r S i) (reflectOn C r S j) =
      bondWeight β J r (S i) (S j) := by
  unfold bondWeight
  rw [projection_mul_reflectOn hr, if_pos h]

/-- The boundary weight before the cluster move, divided by its value after the move, equals `exp(-β
(E_after - E_before))`. -/
theorem wolff_boundary_ratio {r : F} (hr : ‖r‖ = 1) (B : Finset (V × V)) (J : V → V → ℝ)
    (β : ℝ) (C : Finset V) (S : V → F) :
    boundaryWeight B J β C r S / boundaryWeight B J β C r (reflectOn C r S) =
      Real.exp (-β * (energy B J (reflectOn C r S) - energy B J S)) := by
  have key : ∀ x : ℝ, min 0 x - min 0 (-x) = x := by
    intro x
    rcases le_total 0 x with h | h
    · rw [min_eq_left h, min_eq_right (by linarith)]
      ring
    · rw [min_eq_right h, min_eq_left (by linarith)]
      ring
  rw [energy_change hr, Finset.mul_sum, Real.exp_sum]
  unfold boundaryWeight
  rw [← Finset.prod_div_distrib]
  -- the identity holds bond by bond on the boundary
  refine Finset.prod_congr rfl fun b hb => ?_
  have hb' : ¬(b.1 ∈ C ↔ b.2 ∈ C) := (Finset.mem_filter.1 hb).2
  unfold bondWeight
  rw [projection_mul_reflectOn hr, if_neg hb', ← Real.exp_sub, mul_neg, key]
  congr 1
  ring

/-- The Boltzmann weight times the boundary weight is the same before and after the
cluster move. -/
theorem boltzmann_mul_boundaryWeight {r : F} (hr : ‖r‖ = 1) (B : Finset (V × V))
    (J : V → V → ℝ) (β : ℝ) (C : Finset V) (S : V → F) :
    Real.exp (-β * energy B J S) * boundaryWeight B J β C r S =
      Real.exp (-β * energy B J (reflectOn C r S)) *
        boundaryWeight B J β C r (reflectOn C r S) := by
  have hpos : 0 < boundaryWeight B J β C r (reflectOn C r S) :=
    Finset.prod_pos fun b _ => Real.exp_pos _
  have h := (div_eq_iff hpos.ne').1 (wolff_boundary_ratio hr B J β C S)
  rw [h, ← mul_assoc, ← Real.exp_add]
  congr 2
  ring

/-- Let `q x` be a probability of leaving a bond inactive when the move costs that bond the
energy `x` in units of temperature. If `q x = exp(-x) q(-x)`, then `q x ≤ exp(min(0, -x))`. -/
theorem inactive_probability_le (q : ℝ → ℝ) (hq : ∀ x, q x ≤ 1)
    (hbal : ∀ x, q x = Real.exp (-x) * q (-x)) (x : ℝ) :
    q x ≤ Real.exp (min 0 (-x)) := by
  rcases le_total 0 x with h | h
  · rw [min_eq_right (by linarith), hbal x]
    exact mul_le_of_le_one_right (Real.exp_pos _).le (hq _)
  · rw [min_eq_left (by linarith), Real.exp_zero]
    exact hq x

/-- The heat-bath rule `1 / (1 + exp x)` is at most one and satisfies the balance condition
`q x = exp(-x) q(-x)`. -/
theorem inactive_probability_witness (x : ℝ) :
    1 / (1 + Real.exp x) ≤ 1 ∧
      1 / (1 + Real.exp x) = Real.exp (-x) * (1 / (1 + Real.exp (-x))) := by
  have hx := Real.exp_pos x
  have h1 : Real.exp (-x) * Real.exp x = 1 := by
    rw [← Real.exp_add, neg_add_cancel, Real.exp_zero]
  constructor
  · rw [div_le_one (by positivity)]
    linarith
  · rw [mul_one_div, div_eq_div_iff (by positivity) (by positivity)]
    linear_combination -h1

end

end VectorSpinClusterReflection
```

```lean
#print axioms VectorSpinClusterReflection.norm_reflectOn
#print axioms VectorSpinClusterReflection.bondWeight_reflectOn
#print axioms VectorSpinClusterReflection.boltzmann_mul_boundaryWeight
#print axioms VectorSpinClusterReflection.inactive_probability_le
```

```
'VectorSpinClusterReflection.norm_reflectOn' depends on axioms: [propext, Classical.choice, Quot.sound]
'VectorSpinClusterReflection.bondWeight_reflectOn' depends on axioms: [propext, Classical.choice, Quot.sound]
'VectorSpinClusterReflection.boltzmann_mul_boundaryWeight' depends on axioms: [propext, Classical.choice, Quot.sound]
'VectorSpinClusterReflection.inactive_probability_le' depends on axioms: [propext, Classical.choice, Quot.sound]
```

## How the proof follows the calculation

`inner_reflect_reflect` expands the inner product and lets `ring` cancel the terms. `inner_reflectOn` and `projection_mul_reflectOn` split into four cases, according to whether each end lies in `C`; they record the drop in $S_i\cdot S_j$ and the sign change of the projections. `energy_change` turns the sum over the boundary into a sum over all bonds with a condition, then compares term by term.

In `wolff_boundary_ratio`, `Real.exp_sum` turns the exponential of the energy change into a product, and `Finset.prod_div_distrib` turns the ratio of products into a product of ratios. `Finset.prod_congr` then leaves a single boundary bond, where `key`, the identity for the minimum, finishes the argument. The corollary clears the denominator, which is positive as a product of exponentials.

The last two theorems concern the choice of weight. Let $q(x)$ be the probability of leaving a bond with $x_{ij}=x$ inactive, that is, of not growing the cluster across it, with $q\le1$ and $q(x)=e^{-x}q(-x)$, the balance condition for one bond. For $x\ge0$ this gives $q(x)\le e^{-x}$, and for $x\le0$ we have $q(x)\le1$. Hence $q(x)\le e^{\min(0,-x)}$: no such rule leaves a bond inactive with higher probability than Wolff's. The heat-bath rule $1/(1+e^x)$ is an explicit function satisfying both conditions.

## In a Monte Carlo program

When site $i$ has joined the cluster and its neighbour $j$ has not, the program adds $j$ with probability

$$1-\exp(\min(0,-2\beta J_{ij}(r\cdot S_i)(r\cdot S_j))),$$

where both spins have their values from before the move. Such updates are used to locate ordering temperatures of classical spin models; the identity here covers isotropic exchange only, with no field or single-ion anisotropy.

The sign in the exponent is easily got wrong. Many programs reflect a spin as soon as it joins the cluster, so the stored $S_i$ is already $RS_i$ and the exponent must read $\min(0,+2\beta J_{ij}(r\cdot S_i)(r\cdot S_j))$. Keeping the minus sign there makes a ferromagnet grow its clusters across the wrong bonds.

A related slip in the formal setting is to put both $(i,j)$ and $(j,i)$ into `B`. The theorem remains true, but for symmetric $J$ its `energy` is then twice the intended one, and each boundary bond enters the weight squared.
